# The nearest-neighbour fcc dynamical matrix along (k,0,0) and its maxima at X

Take atoms of mass M on a face-centred cubic lattice of cube edge a, each joined to its twelve nearest neighbours by springs of constant K that are unstretched when the atoms sit at their lattice sites. For a wave vector q the dynamical matrix is the 3×3 matrix

  D(q) = (K/M) Σ_R (1 − cos q·R) R Rᵀ / (R·R),

summed over the twelve neighbour vectors R. On the line q = (k,0,0) it is diagonal,

  D(k,0,0) = diag(8K/M, 4K/M, 4K/M) sin²(ka/4),

and the three entries reach their maxima 8K/M, 4K/M, 4K/M at X = (2π/a,0,0). Moreover 0 ≤ u·D(q)u ≤ (8K/M) u·u for every q and every real vector u.

In lattice dynamics the eigenvalues of D(q) are the squared frequencies ω², and ħω is the phonon energy, so for this harmonic one-spring-constant model the diagonal entries on the line (k,0,0) are the squared frequencies of the longitudinal branch and of the two degenerate transverse branches. The formula for D enters the development as a definition, so its origin in Newton's equations and every statement below about frequencies are physical commentary that the theorems do not contain. Cartesian indices i, l run over 0, 1, 2 for x, y, z.

In Lean 4 with Mathlib:

```lean
import Mathlib

open Matrix Real

namespace FccPhonons

noncomputable section
```

## The lattice

In units of a/2 the fcc sites are the integer triples n = (n₀, n₁, n₂) with even sum. The candidates for nearest neighbours of the origin are the twelve triples n_j, j = 0, …, 11, with two entries ±1 and one entry 0.

```lean
/-- The twelve neighbour vectors of the fcc lattice in units of half the cube edge. -/
def nbr : Fin 12 → Fin 3 → ℤ :=
  ![![1, 1, 0], ![1, -1, 0], ![-1, 1, 0], ![-1, -1, 0],
    ![1, 0, 1], ![1, 0, -1], ![-1, 0, 1], ![-1, 0, -1],
    ![0, 1, 1], ![0, 1, -1], ![0, -1, 1], ![0, -1, -1]]
```

A crystal is three positive real numbers. It is monatomic and infinite, the springs act only along the bonds, and there are no further shells of neighbours and no anharmonic terms.

```lean
/-- A monatomic fcc crystal with positive spring constant `K`, mass `M` and cube edge `a`. -/
structure Crystal where
  K : ℝ
  M : ℝ
  a : ℝ
  K_pos : 0 < K
  M_pos : 0 < M
  a_pos : 0 < a
```

The list must be the right one. If n·n ≤ 2, every entry lies in {−1, 0, 1}, since an entry of modulus 2 or more contributes at least 4. Among these 27 triples, those that are nonzero with even sum have exactly two nonzero entries, so n·n = 2. Every other nonzero site has n·n > 2.

```lean
/-- The listed vectors are distinct. Every nonzero fcc site (integer triple of even sum) has
squared length at least 2, with equality exactly for the listed vectors. -/
theorem nbr_spec : Function.Injective nbr ∧
    ∀ n : Fin 3 → ℤ, n ≠ 0 → Even (n 0 + n 1 + n 2) →
      2 ≤ n ⬝ᵥ n ∧ (n ⬝ᵥ n = 2 ↔ ∃ j, nbr j = n) := by
  refine ⟨by decide, fun n hn he => ?_⟩
  have hsq : ∀ j, nbr j ⬝ᵥ nbr j = 2 := by decide
  have b : ∀ t s : ℤ, 0 ≤ s → t * t + s ≤ 2 → -1 ≤ t ∧ t ≤ 1 := by
    intro t s hs h
    constructor
    · by_contra hc
      have : t ≤ -2 := by omega
      nlinarith
    · by_contra hc
      have : 2 ≤ t := by omega
      nlinarith
  by_cases h : n ⬝ᵥ n ≤ 2
  · -- short vectors have entries in {-1, 0, 1}: check the 27 cases
    obtain ⟨x, y, z, rfl⟩ : ∃ x y z, n = ![x, y, z] :=
      ⟨n 0, n 1, n 2, by ext i; fin_cases i <;> rfl⟩
    have h' : x * x + y * y + z * z ≤ 2 := by
      simpa [dotProduct, Fin.sum_univ_three] using h
    have hx := mul_self_nonneg x
    have hy := mul_self_nonneg y
    have hz := mul_self_nonneg z
    obtain ⟨x1, x2⟩ := b x (y * y + z * z) (by linarith) (by linarith)
    obtain ⟨y1, y2⟩ := b y (x * x + z * z) (by linarith) (by linarith)
    obtain ⟨z1, z2⟩ := b z (x * x + y * y) (by linarith) (by linarith)
    clear h h' hx hy hz
    revert hn he
    interval_cases x <;> interval_cases y <;> interval_cases z <;> decide
  · refine ⟨by omega, fun h2 => absurd h2.le h, ?_⟩
    rintro ⟨j, rfl⟩
    exact hsq j
```

In words: the twelve triples are distinct, every nonzero site has n·n ≥ 2, and equality holds exactly for the listed ones. The auxiliary `b` confines an entry to [−1, 1]. The pattern is reusable for statements about short lattice vectors: bound each integer coordinate, `revert` the remaining hypotheses into the goal, split with `interval_cases`, and let `decide` evaluate each closed statement. The parity hypothesis carries the lattice type, since the simple-cubic site (1,0,0) has n·n = 1.

## The dynamical matrix

The bond vectors are

  R_j = (a/2) n_j.

```lean
namespace Crystal

variable (c : Crystal)

/-- The bond vector `R = (a/2) n` to the `j`-th neighbour. -/
def bond (j : Fin 12) : Fin 3 → ℝ := fun i => c.a / 2 * (nbr j i : ℝ)
```

The definition transcribes the formula: `vecMulVec` is the outer product R Rᵀ and `⬝ᵥ` is the Euclidean dot product. Dividing by R·R turns R Rᵀ into the projector on the bond direction.

```lean
/-- The dynamical matrix `D(q) = (K/M) ∑_R (1 - cos q·R) R Rᵀ / (R·R)`. -/
def dyn (q : Fin 3 → ℝ) : Matrix (Fin 3) (Fin 3) ℝ :=
  (c.K / c.M) • ∑ j, ((1 - cos (q ⬝ᵥ c.bond j)) / (c.bond j ⬝ᵥ c.bond j)) •
    vecMulVec (c.bond j) (c.bond j)
```

The denominator invites a mistake. Mathlib's norm on `Fin 3 → ℝ` is the maximum norm, so ‖R‖² written with that norm would be a²/4 in place of a²/2, and every entry of D would come out twice too large. Vectors could have been taken in `EuclideanSpace ℝ (Fin 3)`, where the norm is the physical length. The entries would be the same, at the price of conversions between that type and the plain functions on which matrices act.

The wave vector appears only through the dimensionless phases

  θ_i = q_i a/2,  q·R_j = n_j·θ,

where θ = (θ₀, θ₁, θ₂).

```lean
/-- The dimensionless phase `θ_i = q_i a / 2`. -/
def θ (q : Fin 3 → ℝ) (i : Fin 3) : ℝ := q i * c.a / 2
```

The point X has θ = (π, 0, 0). It is defined by its coordinates alone, and k ranges over all reals in what follows, with no restriction to a Brillouin zone, except in the monotonicity statement, which concerns 0 ≤ k ≤ 2π/a.

```lean
/-- The wave vector `X = (2π/a, 0, 0)`. -/
def X : Fin 3 → ℝ := ![2 * π / c.a, 0, 0]
```

From n_j·n_j = 2,

  R_j·R_j = (a²/4)·2 = a²/2.

```lean
/-- Every bond has squared length `a²/2`. -/
theorem bond_sq (j : Fin 12) : c.bond j ⬝ᵥ c.bond j = c.a ^ 2 / 2 := by
  have h0 : ∀ j, nbr j 0 * nbr j 0 + nbr j 1 * nbr j 1 + nbr j 2 * nbr j 2 = 2 := by decide
  have h : (nbr j 0 : ℝ) * nbr j 0 + nbr j 1 * nbr j 1 + nbr j 2 * nbr j 2 = 2 := by
    exact_mod_cast h0 j
  simp only [bond, dotProduct, Fin.sum_univ_three]
  linear_combination (c.a ^ 2 / 4) * h
```

The identity n_j·n_j = 2 is decided over the integers, cast to the reals, and multiplied by a²/4 through `linear_combination`.

## Closed form at any q

The cube edge cancels from the projector, R Rᵀ/(R·R) = n nᵀ/2, which leaves

  D_il(q) = (K/M) Σ_j ½ (1 − cos n_j·θ) n_ji n_jl,

with n_ji the i-th entry of n_j. For D₀₀ the eight neighbours with n_j0 ≠ 0 contribute. The four of type (±1, ±1, 0) give

  ½ [4 − 2 cos(θ₀+θ₁) − 2 cos(θ₀−θ₁)] = 2 − 2 cos θ₀ cos θ₁,

and the four of type (±1, 0, ±1) give the same with θ₂ in place of θ₁. For D₀₁ only the first four contribute, with the sign of n_j0 n_j1:

  ½ [2(1 − cos(θ₀+θ₁)) − 2(1 − cos(θ₀−θ₁))] = 2 sin θ₀ sin θ₁.

Hence

  D₀₀ = (K/M) [4 − 2 cos θ₀ (cos θ₁ + cos θ₂)],
  D₀₁ = (K/M) 2 sin θ₀ sin θ₁,

and the other entries follow by permuting the indices.

```lean
/-- Closed form of the dynamical matrix at any wave vector in terms of the phases `θ_i`. -/
theorem dyn_closed (q : Fin 3 → ℝ) : c.dyn q = (c.K / c.M) •
    !![4 - 2 * cos (c.θ q 0) * (cos (c.θ q 1) + cos (c.θ q 2)),
        2 * sin (c.θ q 0) * sin (c.θ q 1), 2 * sin (c.θ q 0) * sin (c.θ q 2);
       2 * sin (c.θ q 0) * sin (c.θ q 1),
        4 - 2 * cos (c.θ q 1) * (cos (c.θ q 0) + cos (c.θ q 2)),
        2 * sin (c.θ q 1) * sin (c.θ q 2);
       2 * sin (c.θ q 0) * sin (c.θ q 2), 2 * sin (c.θ q 1) * sin (c.θ q 2),
        4 - 2 * cos (c.θ q 2) * (cos (c.θ q 0) + cos (c.θ q 1))] := by
  have ha := c.a_pos.ne'
  have ph : ∀ j, q ⬝ᵥ c.bond j
      = nbr j 0 * c.θ q 0 + nbr j 1 * c.θ q 1 + nbr j 2 * c.θ q 2 := by
    intro j
    simp only [bond, θ, dotProduct, Fin.sum_univ_three]
    ring
  -- the cube edge drops out of R Rᵀ / (R·R) = n nᵀ / 2
  have step : ∀ i l, c.dyn q i l = c.K / c.M * ∑ j,
      (1 - cos (nbr j 0 * c.θ q 0 + nbr j 1 * c.θ q 1 + nbr j 2 * c.θ q 2)) / 2
        * ((nbr j i : ℝ) * nbr j l) := by
    intro i l
    simp only [dyn, Matrix.smul_apply, Matrix.sum_apply, vecMulVec_apply, smul_eq_mul,
      bond_sq, ph]
    congr 1
    refine Finset.sum_congr rfl fun j _ => ?_
    simp only [bond]
    generalize cos _ = t
    field_simp
  ext i l
  rw [step, Matrix.smul_apply, smul_eq_mul]
  congr 1
  fin_cases i <;> fin_cases l <;> simp [nbr, Fin.sum_univ_succ, cos_add] <;> ring
```

Here `ph` is q·R_j = n_j·θ and `step` is the cancellation of a, which uses a ≠ 0. The line `generalize cos _ = t` replaces the cosine by a bare variable, so that `field_simp` clears denominators without touching its argument. The last line treats the nine entries one by one: it writes out the twelve terms, expands with `cos_add`, and collects with `ring`.

## The line (k,0,0)

Put θ = (ka/2, 0, 0). Each off-diagonal entry contains sin θ₁ or sin θ₂ and vanishes. On the diagonal,

  D₀₀ = (K/M)(4 − 4 cos θ₀),
  D₁₁ = D₂₂ = (K/M)[4 − 2(cos θ₀ + 1)] = (K/M)(2 − 2 cos θ₀),

and cos(ka/2) = 1 − 2 sin²(ka/4) turns these into (8K/M) sin²(ka/4) and (4K/M) sin²(ka/4). The factor 2 between them counts bonds: all eight bonds with a phase have an x component, and only four of them have a y component.

```lean
/-- At `q = (k,0,0)` the dynamical matrix is diagonal with entries `(8K/M) sin²(ka/4)` and
twice `(4K/M) sin²(ka/4)`. -/
theorem dyn_delta (k : ℝ) : c.dyn ![k, 0, 0] =
    diagonal ![8 * c.K / c.M * sin (k * c.a / 4) ^ 2, 4 * c.K / c.M * sin (k * c.a / 4) ^ 2,
      4 * c.K / c.M * sin (k * c.a / 4) ^ 2] := by
  have h : cos (k * c.a / 2) = 1 - 2 * sin (k * c.a / 4) ^ 2 := by
    rw [show k * c.a / 2 = 2 * (k * c.a / 4) by ring, cos_two_mul, cos_sq']
    ring
  have p0 : c.θ ![k, 0, 0] 0 = k * c.a / 2 := by simp [θ]
  have p1 : c.θ ![k, 0, 0] 1 = 0 := by simp [θ]
  have p2 : c.θ ![k, 0, 0] 2 = 0 := by simp [θ]
  rw [dyn_closed, p0, p1, p2, h, cos_zero, sin_zero]
  ext i l
  fin_cases i <;> fin_cases l <;> simp <;> ring
```

The statement is an equality of matrices for every real k, so it covers the vanishing of the six off-diagonal entries as well. Entry 0 belongs to displacements along q, entries 1 and 2 to displacements across it. The step `h` is the double-angle identity and `p0`, `p1`, `p2` are the three phases.

At k = 2π/a the argument of the sine is π/2:

  D(X) = diag(8K/M, 4K/M, 4K/M).

```lean
/-- At `X` the dynamical matrix is `diag(8K/M, 4K/M, 4K/M)`. -/
theorem dyn_X : c.dyn c.X = diagonal ![8 * c.K / c.M, 4 * c.K / c.M, 4 * c.K / c.M] := by
  have ha := c.a_pos.ne'
  have h : 2 * π / c.a * c.a / 4 = π / 2 := by field_simp; ring
  rw [X, dyn_delta, h, sin_pi_div_two]
  simp
```

## The maxima

Comparing the last two results, for each i,

  D_ii(k,0,0) = D_ii(X) sin²(ka/4),  D_ii(X) > 0.

```lean
/-- Each diagonal entry at `(k,0,0)` is its value at `X`, which is positive, times
`sin²(ka/4)`. -/
theorem branch_factor (k : ℝ) (i : Fin 3) :
    c.dyn ![k, 0, 0] i i = c.dyn c.X i i * sin (k * c.a / 4) ^ 2 ∧ 0 < c.dyn c.X i i := by
  have h8 : 0 < 8 * c.K / c.M := div_pos (by linarith [c.K_pos]) c.M_pos
  have h4 : 0 < 4 * c.K / c.M := div_pos (by linarith [c.K_pos]) c.M_pos
  rw [dyn_X, dyn_delta]
  simp only [diagonal_apply_eq]
  fin_cases i
  · exact ⟨rfl, h8⟩
  · exact ⟨rfl, h4⟩
  · exact ⟨rfl, h4⟩
```

This lemma lets the three entries be handled together from here on. Since sin² ≤ 1 and the prefactor is positive, D_ii(k,0,0) ≤ D_ii(X). Equality forces sin²(ka/4) = 1, that is cos(ka/4) = 0, that is ka/4 = (2n+1)π/2 for an integer n, or

  k = (2n+1)(2π/a).

Conversely, such a k makes the cosine vanish and gives equality.

```lean
/-- Along `(k,0,0)` each diagonal entry is at most its value at `X`, with equality exactly
when `k` is an odd multiple of `2π/a`. -/
theorem branch_max (k : ℝ) (i : Fin 3) :
    c.dyn ![k, 0, 0] i i ≤ c.dyn c.X i i ∧
      (c.dyn ![k, 0, 0] i i = c.dyn c.X i i ↔ ∃ n : ℤ, k = (2 * n + 1) * (2 * π / c.a)) := by
  have ha := c.a_pos.ne'
  obtain ⟨hf, hp⟩ := c.branch_factor k i
  rw [hf]
  refine ⟨mul_le_of_le_one_right hp.le (sin_sq_le_one _), fun h => ?_, ?_⟩
  · have hs : sin (k * c.a / 4) ^ 2 = 1 :=
      mul_left_cancel₀ hp.ne' (h.trans (mul_one _).symm)
    have hc : cos (k * c.a / 4) ^ 2 = 0 := by rw [cos_sq', hs]; ring
    obtain ⟨n, hn⟩ := cos_eq_zero_iff.mp (pow_eq_zero_iff two_ne_zero |>.mp hc)
    refine ⟨n, ?_⟩
    calc k = k * c.a / 4 * (4 / c.a) := by field_simp
      _ = (2 * n + 1) * π / 2 * (4 / c.a) := by rw [hn]
      _ = _ := by ring
  · rintro ⟨n, hn⟩
    have hc : cos (k * c.a / 4) = 0 :=
      cos_eq_zero_iff.mpr ⟨n, by rw [hn]; field_simp; ring⟩
    rw [sin_sq, hc]
    ring
```

The forward direction cancels the prefactor with `mul_left_cancel₀` and passes from sin² = 1 to cos² = 0. Both directions use `cos_eq_zero_iff`, and the `calc` block solves for k.

The sign of K is what makes X a maximum. For K = −1, M = 1 the same formula gives D₀₀(X) = −8, below the value 0 at k = 0. For K = 0 all entries vanish and equality holds at every k.

Between k = 0 and X the entries rise without a plateau. For two wave numbers 0 ≤ k < l ≤ 2π/a,

  0 ≤ ka/4 < la/4 ≤ π/2,

the sine is non-negative and strictly increasing on [0, π/2], and so its square increases strictly as well.

```lean
/-- Each diagonal entry at `(k,0,0)` increases strictly with `k` on `[0, 2π/a]`. -/
theorem branch_strictMono (i : Fin 3) :
    StrictMonoOn (fun k => c.dyn ![k, 0, 0] i i) (Set.Icc 0 (2 * π / c.a)) := by
  intro k hk l hl hkl
  have ha := c.a_pos
  have hl2 : l * c.a ≤ 2 * π := (le_div_iff₀ ha).mp hl.2
  have hk0 : 0 ≤ k * c.a := mul_nonneg hk.1 ha.le
  have hlt : k * c.a < l * c.a := mul_lt_mul_of_pos_right hkl ha
  have hpi := pi_pos
  have h1 : sin (k * c.a / 4) < sin (l * c.a / 4) :=
    sin_lt_sin_of_lt_of_le_pi_div_two (by linarith) (by linarith) (by linarith)
  have h0 : 0 ≤ sin (k * c.a / 4) := sin_nonneg_of_nonneg_of_le_pi (by linarith) (by linarith)
  show c.dyn ![k, 0, 0] i i < c.dyn ![l, 0, 0] i i
  rw [(c.branch_factor k i).1, (c.branch_factor l i).1]
  exact mul_lt_mul_of_pos_left (pow_lt_pow_left₀ h1 h0 two_ne_zero) (c.branch_factor k i).2
```

`StrictMonoOn` on `Set.Icc 0 (2 * π / c.a)` is strict increase on the closed interval. The step `h1` compares the sines, `h0` gives non-negativity, and the final line squares and multiplies by D_ii(X).

## A bound for all wave vectors

For a real vector u = (u₀, u₁, u₂), each bond contributes ½ (1 − cos n_j·θ)(n_j·u)² to u·D(q)u in units of K/M. The bonds n and −n contribute equally, which leaves six terms:

  u·D(q)u = (K/M) Σ_{i<l} [(1 − cos(θ_i+θ_l))(u_i+u_l)² + (1 − cos(θ_i−θ_l))(u_i−u_l)²].

Each factor 1 − cos lies in [0, 2], and

  Σ_{i<l} [(u_i+u_l)² + (u_i−u_l)²] = Σ_{i<l} 2(u_i² + u_l²) = 4 u·u,

because each component occurs in two of the three pairs. Therefore

  0 ≤ u·D(q)u ≤ (8K/M) u·u.

```lean
/-- For every wave vector `q` and polarisation `u`, `0 ≤ u·D(q)u ≤ (8K/M) u·u`, and the value
`8K/M` is taken at `X` for `u = (1,0,0)`. -/
theorem global_bound :
    (∀ q u : Fin 3 → ℝ, 0 ≤ u ⬝ᵥ c.dyn q *ᵥ u ∧ u ⬝ᵥ c.dyn q *ᵥ u ≤ 8 * c.K / c.M * (u ⬝ᵥ u)) ∧
      ![1, 0, 0] ⬝ᵥ c.dyn c.X *ᵥ ![1, 0, 0] = 8 * c.K / c.M := by
  refine ⟨fun q u => ?_, ?_⟩
  · have hp : 0 ≤ c.K / c.M := (div_pos c.K_pos c.M_pos).le
    -- one term for each pair of opposite bonds
    have hq : u ⬝ᵥ c.dyn q *ᵥ u = c.K / c.M *
        ((1 - cos (c.θ q 0 + c.θ q 1)) * (u 0 + u 1) ^ 2
          + (1 - cos (c.θ q 0 - c.θ q 1)) * (u 0 - u 1) ^ 2
          + (1 - cos (c.θ q 0 + c.θ q 2)) * (u 0 + u 2) ^ 2
          + (1 - cos (c.θ q 0 - c.θ q 2)) * (u 0 - u 2) ^ 2
          + (1 - cos (c.θ q 1 + c.θ q 2)) * (u 1 + u 2) ^ 2
          + (1 - cos (c.θ q 1 - c.θ q 2)) * (u 1 - u 2) ^ 2) := by
      simp only [dotProduct, mulVec, Fin.sum_univ_three]
      rw [dyn_closed]
      simp [cos_add, cos_sub]
      ring
    have b : ∀ t w : ℝ, 0 ≤ (1 - cos t) * w ^ 2 ∧ (1 - cos t) * w ^ 2 ≤ 2 * w ^ 2 := fun t w =>
      ⟨mul_nonneg (by linarith [cos_le_one t]) (sq_nonneg w),
        mul_le_mul_of_nonneg_right (by linarith [neg_one_le_cos t]) (sq_nonneg w)⟩
    have hu : 8 * c.K / c.M * (u ⬝ᵥ u) = c.K / c.M * (8 * (u 0 ^ 2 + u 1 ^ 2 + u 2 ^ 2)) := by
      simp only [dotProduct, Fin.sum_univ_three]
      ring
    obtain ⟨l1, r1⟩ := b (c.θ q 0 + c.θ q 1) (u 0 + u 1)
    obtain ⟨l2, r2⟩ := b (c.θ q 0 - c.θ q 1) (u 0 - u 1)
    obtain ⟨l3, r3⟩ := b (c.θ q 0 + c.θ q 2) (u 0 + u 2)
    obtain ⟨l4, r4⟩ := b (c.θ q 0 - c.θ q 2) (u 0 - u 2)
    obtain ⟨l5, r5⟩ := b (c.θ q 1 + c.θ q 2) (u 1 + u 2)
    obtain ⟨l6, r6⟩ := b (c.θ q 1 - c.θ q 2) (u 1 - u 2)
    rw [hq, hu]
    exact ⟨mul_nonneg hp (by linarith), mul_le_mul_of_nonneg_left (by linarith) hp⟩
  · rw [dyn_X]
    simp [dotProduct, Fin.sum_univ_three, mulVec_diagonal]

end Crystal

end

end FccPhonons
```

```lean
#print axioms FccPhonons.nbr_spec
#print axioms FccPhonons.Crystal.branch_max
#print axioms FccPhonons.Crystal.branch_strictMono
#print axioms FccPhonons.Crystal.global_bound
```

```
'FccPhonons.nbr_spec' depends on axioms: [propext, Classical.choice, Quot.sound]
'FccPhonons.Crystal.branch_max' depends on axioms: [propext, Classical.choice, Quot.sound]
'FccPhonons.Crystal.branch_strictMono' depends on axioms: [propext, Classical.choice, Quot.sound]
'FccPhonons.Crystal.global_bound' depends on axioms: [propext, Classical.choice, Quot.sound]
```

The vector u need not be normalised; for a unit polarisation the upper bound is 8K/M, and the second clause shows that value taken at X by the unit vector (1,0,0). The step `hq` obtains the six-term form from the closed form by the addition formulas, `b` bounds one term, and `linarith` adds the six bounds.

The two maxima have different scope. The value 8K/M bounds the quadratic form at every q, whereas 4K/M bounds D₁₁ and D₂₂ on the line (k,0,0) but not at every q. At θ = (0, π, 0), for instance, the y direction is the longitudinal one and the closed form for D₁₁ reads (K/M)[4 + 2(1 + 1)] = 8K/M.

## In a phonon code

A program for this model can build D(q) as the definition does: a loop over the neighbour list accumulates (1 − cos q·R) times the outer product of the unit bond vector with itself, the sum is multiplied by K/M, a symmetric eigensolver returns ω², and square roots give the dispersion. For this nearest-neighbour model the expected output at X is ω = √(8K/M) once and √(4K/M) twice, a ratio of √2, and a frequency above √(8K/M) at any q points to an error. The ratio alone does not detect a list that keeps one bond of each ±R pair, since that halves all entries alike; the absolute values do detect it.
